# On a p shell, spin averaging before and after inversion differs at second order in the spin-orbit coupling

## Two spin-free operators that get confused

Suppose one scalar-relativistic calculation deletes the spin-orbit terms before the small component is eliminated, and another deletes them afterwards. If the two are treated as equivalent, a spin-free contribution quadratic in the spin-orbit coupling can be overlooked, and the discrepancy may be blamed on the basis or the code.

In the usual form of the Dirac equation with a scalar potential, the operator inverted in the elimination is spin-free. The question arises in the modified form, where the small component is written, up to a constant, as $\boldsymbol\sigma\cdot\mathbf p$ acting on an auxiliary function. Eliminating that function inverts an operator that has a spin-orbit part. Consider that inverse alone, for a spherical potential, on one shell of orbital angular momentum $\ell$ with a single radial function. The operator is then $s+yK$, where

$$K=\sum_k L_k\otimes\sigma_k .$$

Here $L_k$ are the orbital angular momentum matrices with $\hbar=1$, and $\sigma_k$ are the Pauli matrices. The number $s$ stands for the spin-free part of the operator and $y$ for the radial strength of its spin-orbit part; both are given, not computed from a potential.

## Inverting $s+yK$

The Pauli products and $[L_x,L_y]=iL_z$, with its cyclic versions, give

$$K^2=L^2\otimes 1+i\big([L_x,L_y]\otimes\sigma_z+\text{cyclic}\big)=\ell(\ell+1)-K .$$

Multiply $s+yK$ by $s-y-yK$. The terms linear in $K$ cancel, leaving

$$s(s-y)-\ell(\ell+1)y^2=(s+\ell y)(s-(\ell+1)y)=:D .$$

If $D\neq0$, then $(s+yK)^{-1}=(s-y-yK)/D$.

The spin average, half the partial trace over spin, removes $K$ because the Pauli matrices are traceless. Averaging after inversion gives $(s-y)/D$; averaging before gives $1/s$, for $s\ne0$. The difference is

$$\frac{s-y}{D}-\frac1s=\frac{s(s-y)-D}{sD}=\frac{\ell(\ell+1)y^2}{s(s+\ell y)(s-(\ell+1)y)},$$

times the orbital identity. Divided by $y^2$, it tends to $\ell(\ell+1)/s^3$ as $y\to0$. The second-order term vanishes for an s shell and is present for a p shell.

For $\ell=1$, the six-dimensional trace is twice the trace of the spin average, so

$$\tfrac16\mathrm{Tr}\,(s+yK)^{-1}-\frac1s=\frac{2y^2}{s(s+y)(s-2y)} .$$

## The p shell at $s=4$, $y=1$

On the p shell, $K$ has eigenvalue $1$ four times ($j=3/2$) and $-2$ twice ($j=1/2$). Hence $s+yK$ has eigenvalues $5$ and $2$, and the mean of the inverse is $(4/5+2/2)/6=3/10$. Subtracting $1/4$ leaves $1/20$, which agrees with $2/(4\cdot5\cdot2)$.

## What the Lean statements say

The matrices are `L : Fin 3 → Matrix n n ℂ`, with indices 0, 1, 2 for $x,y,z$ and `n` a finite orbital index. `IsShell L ℓ` assumes the commutators and $L^2=\ell(\ell+1)$. `spinOrbit L` is $K$; it uses Pauli matrices without the factor $1/2$, so $K=2\,\mathbf L\cdot\mathbf S$. `spinAverage` is the normalised partial trace.

`separation_defect` is the exact difference for complex $s,y$ with the three denominator factors nonzero. `defect_second_order` is the limit, needing only $s\neq0$. `pShell_trace` is the trace formula for real parameters with $s$, $s+y$ and $s-2y$ positive, which makes $s+yK$ positive definite.

The model leaves out radial variation, coupling between shells, and the kinetic and normalisation factors that surround the inverse in a full two-component Hamiltonian.

```lean
import Mathlib

open Matrix Complex Filter Topology
open scoped Kronecker

namespace SpinSeparation

noncomputable section

variable {n : Type*} [Fintype n] [DecidableEq n]

/-- The Pauli matrix for the x direction. -/
def σx : Matrix (Fin 2) (Fin 2) ℂ := !![0, 1; 1, 0]

/-- The Pauli matrix for the y direction. -/
def σy : Matrix (Fin 2) (Fin 2) ℂ := !![0, -I; I, 0]

/-- The Pauli matrix for the z direction. -/
def σz : Matrix (Fin 2) (Fin 2) ℂ := !![1, 0; 0, -1]

/-- The three matrices `L` obey the angular momentum commutation relations, and their
total square is `ℓ (ℓ + 1)` times the identity. -/
structure IsShell (L : Fin 3 → Matrix n n ℂ) (ℓ : ℂ) : Prop where
  xy : L 0 * L 1 - L 1 * L 0 = I • L 2
  yz : L 1 * L 2 - L 2 * L 1 = I • L 0
  zx : L 2 * L 0 - L 0 * L 2 = I • L 1
  square : L 0 * L 0 + L 1 * L 1 + L 2 * L 2 = (ℓ * (ℓ + 1)) • (1 : Matrix n n ℂ)

/-- The spin-orbit coupling matrix `K`, the sum of `L_k ⊗ σ_k` over the three directions. -/
def spinOrbit (L : Fin 3 → Matrix n n ℂ) : Matrix (n × Fin 2) (n × Fin 2) ℂ :=
  L 0 ⊗ₖ σx + L 1 ⊗ₖ σy + L 2 ⊗ₖ σz

/-- The spin-free part of an operator: half of its partial trace over spin. -/
def spinAverage (M : Matrix (n × Fin 2) (n × Fin 2) ℂ) : Matrix n n ℂ :=
  Matrix.of fun i j => (M (i, 0) (j, 0) + M (i, 1) (j, 1)) / 2

/-- The multiplication table of the Pauli matrices. -/
theorem pauli_products :
    σx * σx = 1 ∧ σy * σy = 1 ∧ σz * σz = 1 ∧
    σx * σy = I • σz ∧ σy * σx = (-I) • σz ∧
    σy * σz = I • σx ∧ σz * σy = (-I) • σx ∧
    σz * σx = I • σy ∧ σx * σz = (-I) • σy := by
  refine ⟨?_, ?_, ?_, ?_, ?_, ?_, ?_, ?_, ?_⟩ <;> ext i j <;> fin_cases i <;> fin_cases j <;>
    simp [σx, σy, σz, Matrix.mul_apply, Fin.sum_univ_two]

omit [DecidableEq n] in
/-- If the commutator of `A` and `B` is `i C`, then `i [A, B] ⊗ S` equals `-C ⊗ S` for
every spin matrix `S`. -/
theorem commutator_kronecker {A B C : Matrix n n ℂ} (h : A * B - B * A = I • C)
    (S : Matrix (Fin 2) (Fin 2) ℂ) :
    I • ((A * B) ⊗ₖ S) + (-I) • ((B * A) ⊗ₖ S) = -(C ⊗ₖ S) := by
  have h' : A * B = B * A + I • C := by rw [← h]; abel
  rw [h', Matrix.add_kronecker, Matrix.smul_kronecker, smul_add, smul_smul, Complex.I_mul_I]
  module

/-- On a shell, the inverse of `s + y K` is an explicit combination of the identity and `K`,
provided that `s + ℓ y` and `s - (ℓ + 1) y` are nonzero. -/
theorem inverse_formula {L : Fin 3 → Matrix n n ℂ} {ℓ s y : ℂ} (hL : IsShell L ℓ)
    (h1 : s + ℓ * y ≠ 0) (h2 : s - (ℓ + 1) * y ≠ 0) :
    (s • 1 + y • spinOrbit L)⁻¹ =
      ((s - y) / ((s + ℓ * y) * (s - (ℓ + 1) * y))) • 1 +
      (-y / ((s + ℓ * y) * (s - (ℓ + 1) * y))) • spinOrbit L := by
  -- the square of K, from the Pauli products and the commutators
  have hK : spinOrbit L * spinOrbit L = (ℓ * (ℓ + 1)) • 1 - spinOrbit L := by
    obtain ⟨xx, yy, zz, xy, yx, yz, zy, zx, xz⟩ := pauli_products
    have hC : (L 0 * L 0) ⊗ₖ (1 : Matrix (Fin 2) (Fin 2) ℂ) + (L 1 * L 1) ⊗ₖ 1
        + (L 2 * L 2) ⊗ₖ 1 = (ℓ * (ℓ + 1)) • 1 := by
      rw [← Matrix.add_kronecker, ← Matrix.add_kronecker, hL.square, Matrix.smul_kronecker,
        Matrix.one_kronecker_one]
    simp only [spinOrbit, add_mul, mul_add, ← Matrix.mul_kronecker_mul, xx, yy, zz, xy, yx,
      yz, zy, zx, xz, Matrix.kronecker_smul]
    linear_combination (norm := module) hC + commutator_kronecker hL.xy σz
      + commutator_kronecker hL.yz σx + commutator_kronecker hL.zx σy
  -- multiplying by the conjugate factor leaves a number
  have hN : (s • 1 + y • spinOrbit L) * ((s - y) • 1 + (-y) • spinOrbit L) =
      ((s + ℓ * y) * (s - (ℓ + 1) * y)) • 1 := by
    simp only [add_mul, mul_add, smul_mul_assoc, mul_smul_comm, one_mul, mul_one, hK]
    module
  apply Matrix.inv_eq_right_inv
  have hD := mul_ne_zero h1 h2
  generalize (s + ℓ * y) * (s - (ℓ + 1) * y) = D at hN hD ⊢
  have hf : ((s - y) / D) • 1 + (-y / D) • spinOrbit L =
      D⁻¹ • ((s - y) • 1 + (-y) • spinOrbit L) := by
    simp only [smul_add, smul_smul, div_eq_inv_mul]
  rw [hf, mul_smul_comm, hN, smul_smul, inv_mul_cancel₀ hD, one_smul]

omit [Fintype n] in
/-- The spin-free part of `a + b K` is `a` times the orbital identity. -/
theorem spinAverage_linear (L : Fin 3 → Matrix n n ℂ) (a b : ℂ) :
    spinAverage (a • 1 + b • spinOrbit L) = a • 1 := by
  ext i j
  by_cases h : i = j <;>
    simp [spinAverage, spinOrbit, σx, σy, σz, Matrix.one_apply, h]
  ring

/-- Removing spin-orbit terms after inverting `s + y K`, minus removing them before, gives
`ℓ (ℓ + 1) y² / (s (s + ℓ y) (s - (ℓ + 1) y))` times the orbital identity, when the three
factors of the denominator are nonzero. -/
theorem separation_defect {L : Fin 3 → Matrix n n ℂ} {ℓ s y : ℂ} (hL : IsShell L ℓ)
    (hs : s ≠ 0) (h1 : s + ℓ * y ≠ 0) (h2 : s - (ℓ + 1) * y ≠ 0) :
    spinAverage (s • 1 + y • spinOrbit L)⁻¹ - (spinAverage (s • 1 + y • spinOrbit L))⁻¹ =
      (ℓ * (ℓ + 1) * y ^ 2 / (s * (s + ℓ * y) * (s - (ℓ + 1) * y))) • 1 := by
  have hinv : (s • (1 : Matrix n n ℂ))⁻¹ = s⁻¹ • 1 := by
    apply Matrix.inv_eq_right_inv
    rw [smul_mul_assoc, one_mul, smul_smul, mul_inv_cancel₀ hs, one_smul]
  rw [inverse_formula hL h1 h2, spinAverage_linear, spinAverage_linear, hinv, ← sub_smul]
  congr 1
  -- combine the fractions and compare numerators
  rw [inv_eq_one_div, div_sub_div _ _ (mul_ne_zero h1 h2) hs,
    div_eq_div_iff (mul_ne_zero (mul_ne_zero h1 h2) hs)
      (mul_ne_zero (mul_ne_zero hs h1) h2)]
  ring

/-- For nonzero `s`, the difference between the two orders of separation, divided by `y²`,
tends to `ℓ (ℓ + 1) / s³` times the orbital identity as `y` tends to zero. -/
theorem defect_second_order {L : Fin 3 → Matrix n n ℂ} {ℓ s : ℂ} (hL : IsShell L ℓ)
    (hs : s ≠ 0) :
    Tendsto (fun y : ℂ => (y ^ 2)⁻¹ • (spinAverage (s • 1 + y • spinOrbit L)⁻¹ -
      (spinAverage (s • 1 + y • spinOrbit L))⁻¹)) (𝓝[≠] 0)
      (𝓝 ((ℓ * (ℓ + 1) / s ^ 3) • (1 : Matrix n n ℂ))) := by
  have c1 : ContinuousAt (fun y : ℂ => s + ℓ * y) 0 := by fun_prop
  have c2 : ContinuousAt (fun y : ℂ => s - (ℓ + 1) * y) 0 := by fun_prop
  have e1 := c1.eventually_ne (y := 0) (by simpa using hs)
  have e2 := c2.eventually_ne (y := 0) (by simpa using hs)
  have hf : ContinuousAt
      (fun y : ℂ => ℓ * (ℓ + 1) / (s * (s + ℓ * y) * (s - (ℓ + 1) * y))) 0 :=
    ContinuousAt.div (by fun_prop) (by fun_prop) (by simp [hs])
  have e : ℓ * (ℓ + 1) / (s * (s + ℓ * 0) * (s - (ℓ + 1) * 0)) = ℓ * (ℓ + 1) / s ^ 3 := by
    rw [mul_zero, mul_zero, add_zero, sub_zero]
    ring
  have lim : Tendsto (fun y : ℂ => ℓ * (ℓ + 1) / (s * (s + ℓ * y) * (s - (ℓ + 1) * y)))
      (𝓝[≠] 0) (𝓝 (ℓ * (ℓ + 1) / s ^ 3)) := by
    rw [← e]
    exact hf.tendsto.mono_left nhdsWithin_le_nhds
  -- near zero the exact formula applies
  refine (lim.smul_const (1 : Matrix n n ℂ)).congr' ?_
  filter_upwards [self_mem_nhdsWithin, e1.filter_mono nhdsWithin_le_nhds,
    e2.filter_mono nhdsWithin_le_nhds] with y hy h1 h2
  have hy' : y ≠ 0 := hy
  rw [separation_defect hL hs h1 h2, smul_smul]
  congr 1
  field_simp

/-- The spin-1 matrices in the basis of the Cartesian orbitals `p_x`, `p_y`, `p_z`. -/
def pL : Fin 3 → Matrix (Fin 3) (Fin 3) ℂ :=
  ![!![0, 0, 0; 0, 0, -I; 0, I, 0], !![0, 0, I; 0, 0, 0; -I, 0, 0],
    !![0, -I, 0; I, 0, 0; 0, 0, 0]]

/-- The Cartesian spin-1 matrices form a shell with `ℓ = 1`. -/
theorem isShell_witness : IsShell pL 1 := by
  constructor <;> ext i j <;> fin_cases i <;> fin_cases j <;>
    simp [pL]

/-- On the six-dimensional p shell, the mean diagonal element of `(s + y K)⁻¹` exceeds `1/s`
by `2 y² / (s (s + y) (s - 2 y))`, for real `s > 0` and `y` with `s + y > 0` and
`s - 2 y > 0`. -/
theorem pShell_trace {s y : ℝ} (hs : 0 < s) (h1 : 0 < s + y) (h2 : 0 < s - 2 * y) :
    1 / 6 * ((s : ℂ) • 1 + (y : ℂ) • spinOrbit pL)⁻¹.trace - 1 / (s : ℂ) =
      ((2 * y ^ 2 / (s * (s + y) * (s - 2 * y)) : ℝ) : ℂ) := by
  have hs' : (s : ℂ) ≠ 0 := by exact_mod_cast hs.ne'
  have h1' : (s : ℂ) + y ≠ 0 := by exact_mod_cast h1.ne'
  have h2' : (s : ℂ) - 2 * y ≠ 0 := by exact_mod_cast h2.ne'
  have e1 : (s : ℂ) + 1 * y = s + y := by ring
  have e2 : (s : ℂ) - (1 + 1) * y = s - 2 * y := by ring
  -- the full trace is twice the trace of the spin-free part
  have ht (M : Matrix (Fin 3 × Fin 2) (Fin 3 × Fin 2) ℂ) :
      M.trace = 2 * (spinAverage M).trace := by
    simp only [Matrix.trace, Matrix.diag_apply, spinAverage, Matrix.of_apply,
      Fintype.sum_prod_type, Fin.sum_univ_two, Fin.sum_univ_three]
    ring
  rw [ht, inverse_formula isShell_witness (by rwa [e1]) (by rwa [e2]), spinAverage_linear,
    Matrix.trace_smul, Matrix.trace_one, Fintype.card_fin, e1, e2, smul_eq_mul]
  push_cast
  field_simp
  ring

end

end SpinSeparation
```

```lean
#print axioms SpinSeparation.defect_second_order
#print axioms SpinSeparation.pShell_trace
```

```
'SpinSeparation.defect_second_order' depends on axioms: [propext, Classical.choice, Quot.sound]
'SpinSeparation.pShell_trace' depends on axioms: [propext, Classical.choice, Quot.sound]
```

## From the Pauli table to the trace

`pauli_products` checks the multiplication table entry by entry. `commutator_kronecker` turns each pair of cross terms in $K^2$ into $-L_k\otimes\sigma_k$. Inside `inverse_formula`, `hK` adds these to the $L^2$ term by `linear_combination`, and `hN` is the product that equals $D$. `Matrix.inv_eq_right_inv` then identifies the inverse.

`spinAverage_linear` removes $K$ from any combination $a+bK$. `separation_defect` applies it to both orders of operation and compares numerators with `ring`.

For the limit, continuity keeps $s+\ell y$ and $s-(\ell+1)y$ nonzero near $y=0$. The exact formula therefore holds there, and $y^2$ cancels for $y\neq0$.

`isShell_witness` verifies that the Cartesian matrices `pL` satisfy the shell conditions with $\ell=1$. In `pShell_trace`, `ht` relates the full trace to the spin average; the proof then uses `inverse_formula` directly and finishes with the fraction algebra above.
